# A rational approximation p/q to exp(z), with degrees at most m and n, has order at most m + n

A rational one-step propagator \(p(z)/q(z)\), with \(\deg p\le m\) and \(\deg q\le n\), can match the Taylor series of \(e^z\) through \(z^{m+n}\) at best. For Crank–Nicolson, \(m=n=1\), this means second order. The usual reason given is a parameter count: \(m+n+2\) coefficients, minus one for a common factor, match \(m+n+1\) Taylor coefficients. But a system with more equations than unknowns sometimes does have a solution. Since I propagate with \(e^{-iH\Delta t/\hbar}\), I would happily accept complex coefficients. Could a lucky choice gain one more order?

## No choice of complex coefficients gains an order

If \(q(z)e^z-p(z)\) has vanishing coefficients through degree \(m+n+1\), then \(p=q=0\). The extra equation leaves no propagator at all.

Write \(D=q\,e^z-p\) for the defect. Since \(e^z\) is its own derivative,

\[
D'=(q+q')\,e^z-p' .
\]

This is again a defect, now of the pair \((p',\,q+q')\). The bound \(n\) on the second polynomial is unchanged, while the order of vanishing drops by one. After \(m+1\) derivatives \(p\) is gone:

\[
D^{(m+1)}=\tilde q\,e^z,\qquad \tilde q=\Bigl(1+\frac{d}{dz}\Bigr)^{m+1}q ,
\]

and this series vanishes through degree \(n\). Multiplying by \(e^{-z}\) shows that \(\tilde q\) does too. Its degree is at most \(n\), so \(\tilde q=0\).

The operator \(1+d/dz\) sends no nonzero polynomial to zero: \(q'=-q\) would give \(q'\) the same degree as \(q\), but differentiation lowers the degree. Undoing the \(m+1\) factors one by one gives \(q=0\). Then \(D=-p\) vanishes through degree \(m+n+1\ge m\), so \(p=0\).

For a stability function \(R\) with \(qR=p\) and \(q\neq0\), we have \(D=q\,(e^z-R)\). If \(R\) agreed with \(e^z\) through degree \(m+n+1\), \(D\) would vanish that far, forcing \(q=0\), a contradiction.

The bound is attained. Let \(q_j\) be the coefficients of \(q\), and require the coefficients of \(q\,e^z\) at degrees \(m+1,\dots,m+n\) to vanish:

\[
\sum_{j=0}^{\min(k,n)}\frac{q_j}{(k-j)!}=0,\qquad k=m+1,\dots,m+n .
\]

These are \(n\) homogeneous equations for \(n+1\) unknowns, so a nonzero \(q\) exists. Take \(p\) to be the part of \(q\,e^z\) up to degree \(m\). The defect then vanishes through degree \(m+n\), and by the barrier it cannot vanish at \(m+n+1\) as well. Moreover \(q(0)\neq0\), so \(e^z-p/q=D/q\) vanishes to the same order as \(D\). Indeed, if \(q(0)=0\), then \(D(0)=0\) gives \(p(0)=0\). For \(m,n\ge1\), dividing both polynomials by \(z\) would leave a nonzero pair with degrees at most \(m-1\) and \(n-1\) and a defect vanishing through degree \(m+n-1\), which the barrier forbids. For \(n=0\), \(q(0)=0\) means \(q=0\); for \(m=0\), \(p(0)=0\) means \(p=0\), so \(q\,e^z\) vanishes through degree \(n\) and again \(q=0\).

Here is the same argument in Lean 4 with Mathlib.

```lean
import Mathlib

open scoped Polynomial

namespace PadeOrderBarrier

noncomputable section

/-- The defect `q(z) exp(z) - p(z)` of the pair of polynomials `(p, q)`, as a formal power series in
`z`. -/
def padeDefect (p q : ℂ[X]) : PowerSeries ℂ :=
  (q : PowerSeries ℂ) * PowerSeries.exp ℂ - (p : PowerSeries ℂ)

/-- The exponential series is its own derivative. -/
theorem derivative_exp_series :
    PowerSeries.derivative ℂ (PowerSeries.exp ℂ) = PowerSeries.exp ℂ := by
  ext k
  have hk : (k.factorial : ℂ) ≠ 0 := Nat.cast_ne_zero.2 k.factorial_ne_zero
  have hk1 : (k : ℂ) + 1 ≠ 0 := Nat.cast_add_one_ne_zero k
  rw [PowerSeries.coeff_derivative, PowerSeries.coeff_exp, PowerSeries.coeff_exp]
  simp only [eq_ratCast, Nat.factorial_succ]
  push_cast
  field_simp

/-- The derivative of the defect of `(p, q)` is the defect of `(p', q + q')`. -/
theorem derivative_padeDefect (p q : ℂ[X]) :
    PowerSeries.derivative ℂ (padeDefect p q) =
      padeDefect (Polynomial.derivative p) (q + Polynomial.derivative q) := by
  rw [padeDefect, padeDefect, map_sub, Derivation.leibniz, derivative_exp_series,
    PowerSeries.derivative_coe, PowerSeries.derivative_coe, Polynomial.coe_add]
  simp only [smul_eq_mul]
  ring

/-- The only polynomial solution of `q + q' = 0` is zero. -/
theorem eq_zero_of_add_derivative (q : ℂ[X]) (h : q + Polynomial.derivative q = 0) :
    q = 0 := by
  by_contra hq
  have h1 : Polynomial.derivative q = -q := by linear_combination h
  have h2 := Polynomial.degree_derivative_lt hq
  rw [h1, Polynomial.degree_neg] at h2
  exact lt_irrefl _ h2

/-- Counting form of the barrier: if `p` has only its first `M` coefficients, `q` only its
first `N`, and the first `M + N` coefficients of the defect vanish, then `p = q = 0`. -/
theorem barrier_count (M N : ℕ) (p q : ℂ[X]) (hp : ∀ k, M ≤ k → p.coeff k = 0)
    (hq : ∀ k, N ≤ k → q.coeff k = 0)
    (h : ∀ k < M + N, PowerSeries.coeff k (padeDefect p q) = 0) : p = 0 ∧ q = 0 := by
  induction M generalizing p q with
  | zero =>
    have hp0 : p = 0 := by
      ext k
      simpa using hp k (Nat.zero_le k)
    subst hp0
    refine ⟨rfl, ?_⟩
    -- `q exp` vanishes to order `N`, and `exp` is invertible
    have hd : (PowerSeries.X : PowerSeries ℂ) ^ N ∣ (q : PowerSeries ℂ) * PowerSeries.exp ℂ := by
      refine PowerSeries.X_pow_dvd_iff.2 fun k hk => ?_
      have := h k (by omega)
      rwa [padeDefect, Polynomial.coe_zero, sub_zero] at this
    have hd' := hd.mul_right (PowerSeries.evalNegHom (PowerSeries.exp ℂ))
    rw [mul_assoc, PowerSeries.exp_mul_exp_neg_eq_one, mul_one] at hd'
    ext k
    rw [Polynomial.coeff_zero]
    rcases lt_or_ge k N with hk | hk
    · have := PowerSeries.X_pow_dvd_iff.1 hd' k hk
      rwa [Polynomial.coeff_coe] at this
    · exact hq k hk
  | succ M ih =>
    -- one derivative lowers by one both the bound on `p` and the known order of vanishing
    have key := ih (Polynomial.derivative p) (q + Polynomial.derivative q)
      (fun k hk => by rw [Polynomial.coeff_derivative, hp (k + 1) (by omega), zero_mul])
      (fun k hk => by
        rw [Polynomial.coeff_add, Polynomial.coeff_derivative, hq k hk,
          hq (k + 1) (by omega), zero_mul, add_zero])
      (fun k hk => by
        rw [← derivative_padeDefect, PowerSeries.coeff_derivative, h (k + 1) (by omega),
          zero_mul])
    have hq0 := eq_zero_of_add_derivative q key.2
    subst hq0
    refine ⟨?_, rfl⟩
    ext k
    rw [Polynomial.coeff_zero]
    rcases lt_or_ge k (M + 1) with hk | hk
    · have := h k (by omega)
      rwa [padeDefect, Polynomial.coe_zero, zero_mul, zero_sub, map_neg, neg_eq_zero,
        Polynomial.coeff_coe] at this
    · exact hp k hk

/-- **Padé order barrier.** If `p` has degree at most `m`, `q` has degree at most `n`, and
`q(z) exp(z) - p(z)` vanishes through degree `m + n + 1`, then `p = q = 0`. -/
theorem pade_order_barrier {m n : ℕ} {p q : ℂ[X]} (hp : p.natDegree ≤ m)
    (hq : q.natDegree ≤ n)
    (h : ∀ k ≤ m + n + 1, PowerSeries.coeff k (padeDefect p q) = 0) : p = 0 ∧ q = 0 :=
  barrier_count (m + 1) (n + 1) p q
    (fun _ hk => Polynomial.coeff_eq_zero_of_natDegree_lt (by omega))
    (fun _ hk => Polynomial.coeff_eq_zero_of_natDegree_lt (by omega))
    (fun k hk => h k (by omega))

/-- A stability function `R = p/q`, with `q` nonzero and degrees at most `m` and `n`, differs
from the exponential in some Taylor coefficient of degree at most `m + n + 1`. -/
theorem stability_function_order {m n : ℕ} {p q : ℂ[X]} (hp : p.natDegree ≤ m)
    (hq : q.natDegree ≤ n) (hq0 : q ≠ 0) (R : PowerSeries ℂ)
    (hR : (q : PowerSeries ℂ) * R = (p : PowerSeries ℂ)) :
    ∃ k ≤ m + n + 1, PowerSeries.coeff k R ≠ PowerSeries.coeff k (PowerSeries.exp ℂ) := by
  by_contra! hc
  have hd : (PowerSeries.X : PowerSeries ℂ) ^ (m + n + 2) ∣ PowerSeries.exp ℂ - R :=
    PowerSeries.X_pow_dvd_iff.2 fun k hk => by rw [map_sub, hc k (by omega), sub_self]
  have he : padeDefect p q = (q : PowerSeries ℂ) * (PowerSeries.exp ℂ - R) := by
    rw [padeDefect, ← hR]
    ring
  refine hq0 (pade_order_barrier hp hq fun k hk => ?_).2
  rw [he]
  exact PowerSeries.X_pow_dvd_iff.1 (hd.mul_left _) k (by omega)

/-- Sharpness: for all `m` and `n` there are `p` of degree at most `m` and a nonzero `q` of
degree at most `n` whose defect vanishes through degree `m + n` but not at `m + n + 1`. -/
theorem barrier_sharp (m n : ℕ) : ∃ p q : ℂ[X], p.natDegree ≤ m ∧ q.natDegree ≤ n ∧ q ≠ 0 ∧
    (∀ k ≤ m + n, PowerSeries.coeff k (padeDefect p q) = 0) ∧
    PowerSeries.coeff (m + n + 1) (padeDefect p q) ≠ 0 := by
  have e := Polynomial.degreeLTEquiv ℂ (n + 1)
  -- `n` linear conditions on the `n + 1` coefficients of `q`
  let f : (Fin (n + 1) → ℂ) →ₗ[ℂ] (Fin n → ℂ) :=
    { toFun := fun c i => ∑ x ∈ Finset.HasAntidiagonal.antidiagonal (m + 1 + (i : ℕ)),
        (e.symm c : ℂ[X]).coeff x.1 * PowerSeries.coeff x.2 (PowerSeries.exp ℂ)
      map_add' := by
        intro a b
        ext i
        simp only [map_add, Submodule.coe_add, Polynomial.coeff_add, Pi.add_apply, add_mul,
          Finset.sum_add_distrib]
      map_smul' := by
        intro a b
        ext i
        simp only [map_smul, Submodule.coe_smul, Polynomial.coeff_smul, Pi.smul_apply,
          smul_eq_mul, Finset.mul_sum, mul_assoc, RingHom.id_apply] }
  obtain ⟨c, hc, hc0⟩ := (Submodule.ne_bot_iff _).1
    (LinearMap.ker_ne_bot_of_finrank_lt (f := f) (by simp))
  let q : ℂ[X] := (e.symm c : ℂ[X])
  have hq0 : q ≠ 0 := fun h => hc0 (e.symm.map_eq_zero_iff.1 (Subtype.ext h))
  have hq : q.natDegree ≤ n := Polynomial.natDegree_le_iff_coeff_eq_zero.2 fun k hk =>
    (Polynomial.degree_lt_iff_coeff_zero _ _).1
      (Polynomial.mem_degreeLT.1 (e.symm c).2) k (by omega)
  -- the numerator is the Taylor polynomial of `q exp`
  let p : ℂ[X] := PowerSeries.trunc (m + 1) ((q : PowerSeries ℂ) * PowerSeries.exp ℂ)
  have hp : p.natDegree ≤ m := by
    refine Polynomial.natDegree_le_iff_coeff_eq_zero.2 fun k hk => ?_
    rw [PowerSeries.coeff_trunc, if_neg (by omega)]
  have hd : ∀ k ≤ m + n, PowerSeries.coeff k (padeDefect p q) = 0 := by
    intro k hk
    rw [padeDefect, map_sub, Polynomial.coeff_coe, PowerSeries.coeff_trunc]
    split_ifs with hkm
    · exact sub_self _
    · obtain ⟨i, rfl⟩ := Nat.exists_eq_add_of_le (show m + 1 ≤ k by omega)
      have h := congrFun (LinearMap.mem_ker.1 hc) ⟨i, by omega⟩
      rw [sub_zero, PowerSeries.coeff_mul]
      simp only [Polynomial.coeff_coe]
      exact h
  -- one order more would contradict the barrier
  refine ⟨p, q, hp, hq, hq0, hd, fun hlast => hq0 (pade_order_barrier hp hq fun k hk => ?_).2⟩
  rcases Nat.lt_or_ge k (m + n + 1) with hk' | hk'
  · exact hd k (by omega)
  · rwa [show k = m + n + 1 by omega]

end

end PadeOrderBarrier
```

```lean
#print axioms PadeOrderBarrier.pade_order_barrier
#print axioms PadeOrderBarrier.stability_function_order
#print axioms PadeOrderBarrier.barrier_sharp
```

```
'PadeOrderBarrier.pade_order_barrier' depends on axioms: [propext, Classical.choice, Quot.sound]
'PadeOrderBarrier.stability_function_order' depends on axioms: [propext, Classical.choice, Quot.sound]
'PadeOrderBarrier.barrier_sharp' depends on axioms: [propext, Classical.choice, Quot.sound]
```

**What the statements say.** The polynomials live in `ℂ[X]`, and `padeDefect p q` is \(D\) as a formal power series, so convergence plays no role. Physically, \(z\) is the dimensionless \(-iE\Delta t/\hbar\) for a state of energy \(E\). Here \(m\) belongs to the numerator and \(n\) to the denominator; some Padé tables use the opposite order.

- `pade_order_barrier` takes the bounds `p.natDegree ≤ m` and `q.natDegree ≤ n` and the vanishing of every coefficient with `k ≤ m + n + 1`, and concludes `p = 0 ∧ q = 0`.
- `stability_function_order` describes \(R\) by the equation \(qR=p\) with \(q\neq0\), without dividing. It finds a coefficient of degree at most \(m+n+1\) where \(R\) and the exponential differ.
- `barrier_sharp` supplies, for all \(m\) and \(n\), a pair with \(q\neq0\) whose first nonzero defect coefficient is at \(m+n+1\). It states neither uniqueness nor \(q(0)\neq0\); the latter is derived from the barrier in the informal argument above.

The step left to the physics is the substitution of \(-iH\Delta t/\hbar\) for \(z\). For a time-independent Hamiltonian matrix \(H\) of finite size, this turns matched Taylor coefficients into the order of the propagator in \(\Delta t\).

**How Lean carries it out.** `derivative_exp_series` compares coefficients, and `derivative_padeDefect` adds the product rule. `eq_zero_of_add_derivative` is the degree comparison for \(q+q'=0\).

The core is `barrier_count`, where `M` and `N` count coefficients and so stand for \(m+1\) and \(n+1\). Its induction on `M` takes one derivative at a time. It must keep `p` and `q` general, because the induction hypothesis `ih` is applied to the new pair \((p',q+q')\). In the case `zero`, vanishing to order `N` is expressed as divisibility by \(z^N\), and multiplication by \(e^{-z}\), written with `PowerSeries.evalNegHom`, isolates \(q\). In the case `succ`, `ih` gives \(q+q'=0\), hence \(q=0\), and the remaining defect \(-p\) gives \(p=0\).

In `barrier_sharp`, the linear map `f` encodes the \(n\) equations. A dimension count gives it a nonzero kernel vector, `PowerSeries.trunc` produces \(p\), and the barrier rules out one more vanishing coefficient.

**Asking for one order less.** The condition at degree \(m+n+1\) is needed. Crank–Nicolson has \(p=1+z/2\), \(q=1-z/2\), and

\[
q\,e^z-p=-\frac{z^3}{12}+\cdots ,
\]

which vanishes through degree \(2=m+n\) for a nonzero pair.

**In a propagation.** A Crank–Nicolson step solves

\[
\Bigl(1+\frac{iH\Delta t}{2\hbar}\Bigr)\psi_{\text{new}}=\Bigl(1-\frac{iH\Delta t}{2\hbar}\Bigr)\psi_{\text{old}} .
\]

An eigenstate of energy \(E\) acquires the phase \(-2\arctan(E\Delta t/2\hbar)\) instead of \(-E\Delta t/\hbar\). The leading phase error per step is \((E\Delta t/\hbar)^3/12\), the cubic term above. Fourth order requires \(m+n\ge4\), for instance

\[
\frac{p}{q}=\frac{1+z/2+z^2/12}{1-z/2+z^2/12}.
\]

The denominator has the roots \(3\pm i\sqrt3\), so such a step can be carried out as two successive linear solves, each with a shifted Hamiltonian.
